# For non-interacting particles, the configuration sum at a fixed permutation is a product of cycle traces

Ten particles with a hundred one-particle basis states each have $100^{10}=10^{20}$ configurations. At a billion terms per second, summing the path-integral weight of a single exchange permutation term by term would take more than three thousand years, and for identical particles the path integral also sums over all permutations.

If the particles do not interact, the sum for each permutation collapses. Let $A$ be a square matrix, let $x_i$, an index of $A$, be the basis state of particle $i$, and let $p$ be a permutation of finitely many particles. Then

$$\sum_x\prod_i A(x_i,x_{p(i)})=\prod_{c}\operatorname{Tr}\big(A^{\ell_c}\big),$$

where $c$ runs over the cycles of $p$, fixed points included, and $\ell_c$ is the number of particles in $c$. For $A=e^{-\beta h}$, with $h$ the matrix of a one-particle Hamiltonian in a finite orthonormal basis and $\beta$ the inverse temperature, $\operatorname{Tr}(A^{\ell})$ is the one-particle partition function at $\ell\beta$. This gives a reference value for path-integral codes with exchange when interactions are switched off and the one-particle basis is finite.

## Particles, states and links

```lean
import Mathlib

open Equiv

namespace ExchangeCycles

variable {N S R : Type*} [Fintype N] [DecidableEq N] [Fintype S] [DecidableEq S] [CommRing R]
```

`N` is the type of particles, `S` the type of one-particle basis states and `R` the type of matrix entries. `Fintype` says that a type is finite, and `CommRing` that entries can be added, subtracted and multiplied, with commuting products. Real and complex numbers both qualify. Nothing requires $A$ to be Hermitian or positive.

```lean
/-- The sum over all configurations `x` of the particles of the product of the matrix elements
`A (x i) (x (p i))`, in which particle `i` is linked to particle `p i`. -/
def exchangeSum {N S R : Type*} [Fintype N] [DecidableEq N] [Fintype S] [CommRing R]
    (A : Matrix S S R) (p : Perm N) : R :=
  ∑ x : N → S, ∏ i, A (x i) (x (p i))
```

A configuration is a function `x : N → S`, and `x i` is $x_i$. `Perm N` is the type of permutations of the particles. `exchangeSum A p` is therefore the left side of the formula above. Each factor links particle $i$ to particle $p(i)$ by the same matrix $A$, and no factor couples particles in any other way: this is where the absence of interactions enters. For $A=e^{-\beta h}$ one link spans the whole imaginary time $\beta$, not one Trotter slice.

## Cycles, with fixed points counted

```lean
/-- The cycles of the permutation `p`, where a fixed point counts as a cycle of its own. -/
def ExchangeCycle {N : Type*} (p : Perm N) : Type _ :=
  Quotient (Equiv.Perm.SameCycle.setoid p)
```

Two particles are equivalent if some integer power of $p$ takes one to the other. `Quotient` forms the type of equivalence classes, and these classes are the cycles. A fixed point is a class with one member.

```lean
/-- The cycle of `p` to which particle `i` belongs. -/
def cycleAt {N : Type*} (p : Perm N) (i : N) : ExchangeCycle p :=
  Quotient.mk (Equiv.Perm.SameCycle.setoid p) i
```

`cycleAt p i` is the cycle that contains particle $i$.

```lean
/-- The length of a cycle: the number of particles in it if that is finite, and `0` otherwise. -/
noncomputable def cycleLength {N : Type*} (p : Perm N) (c : ExchangeCycle p) : ℕ :=
  Nat.card {i // cycleAt p i = c}
```

The notation `{i // cycleAt p i = c}` stands for the type of particles that lie in $c$. Their number is the cycle length $\ell_c$.

```lean
/-- A permutation of finitely many particles has finitely many cycles. -/
noncomputable instance {N : Type*} [Fintype N] (p : Perm N) : Fintype (ExchangeCycle p) :=
  have : Finite (ExchangeCycle p) :=
    Finite.of_surjective (cycleAt p) (fun c => Quotient.exists_rep c)
  Fintype.ofFinite _
```

A product over cycles needs finitely many of them. Every cycle contains a particle, so there are no more cycles than particles.

```lean
/-- A particle and its image under the permutation lie in the same cycle. -/
theorem cycleAt_apply {N : Type*} (p : Perm N) (i : N) : cycleAt p (p i) = cycleAt p i :=
  Quotient.sound (show p.SameCycle (p i) i from ⟨-1, by simp⟩)
```

This is the first theorem: its statement stands between the colon and `:=`, and its proof follows. Particles $i$ and $p(i)$ share a cycle, because $p^{-1}$ takes $p(i)$ back to $i$. The `-1` in the proof is that exponent.

## Groups that do not mix

```lean
omit [DecidableEq S] in
/-- If the particles are divided into groups that the permutation does not mix, the
configuration sum is the product of the configuration sums of the groups. -/
theorem exchangeSum_factorises {Q : Type*} [Fintype Q] [DecidableEq Q] (A : Matrix S S R)
    (p : Perm N) (π : N → Q) (h : ∀ i, π (p i) = π i) :
    exchangeSum A p = ∏ q, exchangeSum (N := {i // π i = q}) A
      (p.subtypePerm (fun i => by simp only [h])) := by
  simp only [exchangeSum]
  rw [Finset.prod_univ_sum, Fintype.piFinset_univ]
  -- a configuration of all particles is a family of configurations of the groups
  let e : (N → S) ≃ (∀ q, {i // π i = q} → S) :=
    { toFun := fun x _ i => x i.1
      invFun := fun y i => y (π i) ⟨i, rfl⟩
      left_inv := fun _ => rfl
      right_inv := fun y => by
        funext q i
        obtain ⟨i, rfl⟩ := i
        rfl }
  exact Fintype.sum_equiv e _ _ fun x =>
    (Fintype.prod_fiberwise π fun i => A (x i) (x (p i))).symm
```

Give each particle a label $\pi(i)$ and suppose, as hypothesis `h` says, that $\pi(p(i))=\pi(i)$. Both states in a factor $A(x_i,x_{p(i)})$ then belong to the same group. Collecting factors by label $q$ gives

$$\sum_x\prod_q\prod_{i:\,\pi(i)=q}A(x_i,x_{p(i)})=\prod_q\ \sum_{x^{(q)}}\ \prod_{i:\,\pi(i)=q}A\big(x^{(q)}_i,x^{(q)}_{p(i)}\big),$$

where $x^{(q)}$ is a configuration of group $q$ alone. In Lean, `p.subtypePerm` is $p$ restricted to one group. `Finset.prod_univ_sum` expands the product of sums, the bijection `e` identifies a configuration of all particles with a family of group configurations, and `Fintype.prod_fiberwise` collects the factors by label.

## One worldline, closed by any matrix

```lean
/-- An open worldline of `m` links `A` whose last bead is joined to the first by an arbitrary
matrix `B` sums to `Tr (A ^ m * B)`. -/
theorem worldline_closed_by (A : Matrix S S R) (m : ℕ) (B : Matrix S S R) :
    ∑ x : Fin (m + 1) → S, (∏ k : Fin m, A (x k.castSucc) (x k.succ)) * B (x (Fin.last m)) (x 0)
      = (A ^ m * B).trace := by
  induction m generalizing B with
  | zero =>
    rw [pow_zero, one_mul]
    exact Fintype.sum_equiv (Equiv.funUnique (Fin 1) S) _ (fun s => B s s)
      (fun x => by rw [Fin.prod_univ_zero, one_mul]; rfl)
  | succ m ih =>
    have split : ∀ f : (Fin (m + 2) → S) → R,
        ∑ x, f x = ∑ x : Fin (m + 1) → S, ∑ s, f (Fin.cons (α := fun _ => S) s x) := by
      intro f
      rw [← (Fin.consEquiv fun _ => S).sum_comp f, Fintype.sum_prod_type, Finset.sum_comm]
      rfl
    have cyc : (A ^ (m + 1) * B).trace = (A ^ m * (B * A)).trace := by
      rw [pow_succ', mul_assoc, Matrix.trace_mul_comm, mul_assoc]
    -- summing over the first bead turns the closing matrix `B` into `B * A`
    rw [split, cyc, ← ih (B * A)]
    refine Finset.sum_congr rfl fun x _ => ?_
    rw [Matrix.mul_apply, Finset.mul_sum]
    refine Finset.sum_congr rfl fun s _ => ?_
    rw [Fin.prod_univ_succ]
    change (A s (x 0) * ∏ k : Fin m, A (x k.castSucc) (x k.succ)) * B (x (Fin.last m)) s = _
    ring
```

`Fin (m + 1)` is the set of indices $0,\dots,m$. For `k : Fin m`, the expressions `k.castSucc` and `k.succ` are the positions $k$ and $k+1$ in the longer list. The theorem reads

$$\sum_{x_0,\dots,x_m}\Big(\prod_{k=0}^{m-1}A(x_k,x_{k+1})\Big)B(x_m,x_0)=\operatorname{Tr}(A^mB).$$

For $m=0$ both sides are $\sum_s B(s,s)$. To go from $m$ to $m+1$ links, call the first bead $s$ and the others $x_0,\dots,x_m$. Only two factors contain $s$, and

$$\sum_s B(x_m,s)\,A(s,x_0)=(BA)(x_m,x_0).$$

What remains is a worldline with $m$ links, closed by $BA$. By the induction hypothesis it sums to $\operatorname{Tr}(A^mBA)$, which equals $\operatorname{Tr}(A^{m+1}B)$ because the trace is cyclic.

The closing matrix changes from $B$ to $BA$ on the way, so the induction must hold for all closing matrices at once; `generalizing B` arranges this. In the code, `split` separates the first bead, `cyc` is the trace identity, and `ring` reorders the commuting factors.

## Listing a cycle in order

```lean
omit [DecidableEq N] in
/-- For a permutation of finitely many particles, the particles of a cycle can be listed without
repetition so that the permutation takes each one to the next and the last one to the first. -/
theorem exists_ring_order (p : Perm N) (c : ExchangeCycle p) :
    ∃ (m : ℕ) (e : Fin (m + 1) ≃ {i // cycleAt p i = c}),
      (∀ k : Fin m, p (e k.castSucc).1 = (e k.succ).1) ∧ p (e (Fin.last m)).1 = (e 0).1 := by
  obtain ⟨a, rfl⟩ : ∃ a, cycleAt p a = c := Quotient.exists_rep c
  have hper : (⇑p)^[orderOf p] a = a := by
    rw [Equiv.Perm.iterate_eq_pow, pow_orderOf_eq_one]
    rfl
  have hpos : 0 < Function.minimalPeriod (⇑p) a :=
    Function.IsPeriodicPt.minimalPeriod_pos (orderOf_pos p) hper
  obtain ⟨m, hm⟩ : ∃ m, Function.minimalPeriod (⇑p) a = m + 1 :=
    ⟨Function.minimalPeriod (⇑p) a - 1, by omega⟩
  have hmem : ∀ k : ℕ, cycleAt p ((⇑p)^[k] a) = cycleAt p a := by
    intro k
    induction k with
    | zero => rfl
    | succ k ih => rw [Function.iterate_succ_apply', cycleAt_apply, ih]
  -- list the cycle as `a, p a, p (p a), ...` up to the minimal period of `a`
  let g : Fin (m + 1) → {i // cycleAt p i = cycleAt p a} := fun k => ⟨(⇑p)^[k.1] a, hmem k.1⟩
  have hg : Function.Bijective g := by
    constructor
    · intro j k hjk
      have h : (⇑p)^[j.1] a = (⇑p)^[k.1] a := congrArg Subtype.val hjk
      exact Fin.ext ((Function.iterate_eq_iterate_iff_of_lt_minimalPeriod
        (by rw [hm]; exact j.2) (by rw [hm]; exact k.2)).1 h)
    · rintro ⟨b, hb⟩
      have hab : p.SameCycle b a := Quotient.exact hb
      obtain ⟨z, hz⟩ := hab.symm
      have hord : (orderOf p : ℤ) ≠ 0 := by exact_mod_cast (orderOf_pos p).ne'
      obtain ⟨n, hn⟩ : ∃ n : ℕ, p ^ n = p ^ z :=
        ⟨(z % (orderOf p : ℤ)).toNat, by
          rw [← zpow_natCast, Int.toNat_of_nonneg (Int.emod_nonneg _ hord), zpow_mod_orderOf]⟩
      refine ⟨⟨n % (m + 1), Nat.mod_lt _ (Nat.succ_pos m)⟩, Subtype.ext ?_⟩
      change (⇑p)^[n % (m + 1)] a = b
      rw [← hm, Function.iterate_mod_minimalPeriod_eq, Equiv.Perm.iterate_eq_pow, hn, hz]
  refine ⟨m, Equiv.ofBijective g hg, fun k => ?_, ?_⟩
  · exact (Function.iterate_succ_apply' (⇑p) k.1 a).symm
  · have h := Function.iterate_minimalPeriod (f := ⇑p) (x := a)
    rw [hm, Function.iterate_succ_apply'] at h
    exact h
```

For every cycle there are an $m$ and a one-to-one list $e_0,\dots,e_m$ of its particles such that $p(e_k)=e_{k+1}$ for $k<m$ and $p(e_m)=e_0$.

Choose a particle $a$ in the cycle. Some positive power of $p$ returns $a$ to itself; let $m+1$ be the smallest such power, called `minimalPeriod` in Lean. The list is $e_k=p^k(a)$.

- **No repetition.** If $p^j(a)=p^k(a)$ with $j<k\le m$, then $p^{k-j}(a)=a$, and $k-j$ is a positive return power smaller than $m+1$, a contradiction.
- **Nothing missing.** Any $b$ in the cycle is $p^z(a)$ for some integer $z$. As $p$ has finite order, $z$ can be replaced by a natural number $n$, and then by its remainder modulo $m+1$.
- **Closure.** $p(e_m)=p^{m+1}(a)=a=e_0$.

The first two points are the two halves of `hg`, which says that the list `g` is a bijection. The last three lines of the proof give the closure.

## The product of traces

```lean
/-- The configuration sum with exchange `p` is the product, over the cycles of `p` with fixed
points included, of the trace of `A` to the power of the cycle length. -/
theorem exchangeSum_eq_prod_trace (A : Matrix S S R) (p : Perm N) :
    exchangeSum A p = ∏ c : ExchangeCycle p, (A ^ cycleLength p c).trace := by
  classical
  rw [exchangeSum_factorises A p (cycleAt p) (cycleAt_apply p)]
  refine Finset.prod_congr rfl fun c _ => ?_
  obtain ⟨m, e, h1, h2⟩ := exists_ring_order p c
  have hlen : cycleLength p c = m + 1 := (Nat.card_congr e).symm.trans (by simp)
  -- along the cycle the particles form one worldline, closed by a last link `A`
  rw [hlen, pow_succ, ← worldline_closed_by A m A, exchangeSum]
  refine Fintype.sum_equiv (Equiv.arrowCongr e.symm (Equiv.refl S)) _ _ fun y => ?_
  rw [← e.prod_comp, Fin.prod_univ_castSucc]
  have s1 : ∀ k : Fin m, y ⟨p (e k.castSucc).1,
      (cycleAt_apply p _).trans (e k.castSucc).2⟩ = y (e k.succ) :=
    fun k => congrArg y (Subtype.ext (h1 k))
  have s2 : y ⟨p (e (Fin.last m)).1,
      (cycleAt_apply p _).trans (e (Fin.last m)).2⟩ = y (e 0) :=
    congrArg y (Subtype.ext h2)
  refine congrArg₂ (· * ·) (Finset.prod_congr rfl fun k _ => ?_) ?_
  · exact congrArg (A (y (e k.castSucc))) (s1 k)
  · exact congrArg (A (y (e (Fin.last m)))) s2
```

Label each particle by its cycle. The permutation preserves this label, so the configuration sum factorises over cycles. List a cycle of length $\ell_c=m+1$ as above and write $y_k$ for the state of its $k$-th particle. Its factor is

$$\sum_{y_0,\dots,y_m}\Big(\prod_{k=0}^{m-1}A(y_k,y_{k+1})\Big)A(y_m,y_0)=\operatorname{Tr}(A^mA)=\operatorname{Tr}(A^{\ell_c}),$$

which is the worldline formula with $B=A$.

The Lean proof takes the same route. `Fintype.sum_equiv` passes from states labelled by particle to states labelled by position, `s1` handles the links inside the list, and `s2` the link that closes the ring. For three particles of which two are exchanged, the result is $\operatorname{Tr}(A^2)\operatorname{Tr}(A)$.

Cycles could also have been modelled by Mathlib's `Equiv.Perm.cycleType`, the multiset of cycle lengths. It would show at a glance that only the lengths matter, but it leaves out fixed points, so the right side would need an extra factor $(\operatorname{Tr}A)^f$ for $f$ fixed points.

## Fermions and bosons

```lean
/-- Fermions: the configuration sum of the determinants of `A (x i) (x j)` is the signed sum
over permutations of the products of cycle traces. -/
theorem sum_det_eq_cycle_traces (A : Matrix S S R) :
    ∑ x : N → S, (A.submatrix x x).det = ∑ p : Perm N,
      ((Equiv.Perm.sign p : ℤ) : R) * ∏ c : ExchangeCycle p, (A ^ cycleLength p c).trace := by
  simp only [← exchangeSum_eq_prod_trace, exchangeSum, Finset.mul_sum]
  rw [Finset.sum_comm]
  refine Finset.sum_congr rfl fun x _ => ?_
  rw [← Matrix.det_transpose, Matrix.det_apply']
  rfl
```

`A.submatrix x x` is the matrix with entries $A(x_i,x_j)$. Expand its determinant over permutations, exchange the two finite sums, and apply the main theorem to each permutation:

$$\sum_x\det\big[A(x_i,x_j)\big]=\sum_p\operatorname{sgn}(p)\prod_c\operatorname{Tr}(A^{\ell_c}).$$

The transpose in the proof is there because Mathlib expands the determinant with row and column indices the other way round. For two particles the right side is $(\operatorname{Tr}A)^2-\operatorname{Tr}(A^2)$.

```lean
/-- Bosons: the configuration sum of the permanents of `A (x i) (x j)` is the sum over
permutations of the products of cycle traces. -/
theorem sum_permanent_eq_cycle_traces (A : Matrix S S R) :
    ∑ x : N → S, (A.submatrix x x).permanent = ∑ p : Perm N,
      ∏ c : ExchangeCycle p, (A ^ cycleLength p c).trace := by
  simp only [← exchangeSum_eq_prod_trace, exchangeSum]
  rw [Finset.sum_comm]
  refine Finset.sum_congr rfl fun x _ => ?_
  rw [← Matrix.permanent_transpose]
  rfl

end ExchangeCycles
```

The permanent is the same expansion without signs, so the bosonic sum has a plus sign throughout; for two particles it is $(\operatorname{Tr}A)^2+\operatorname{Tr}(A^2)$. Neither formula contains the factor $1/N!$, with $N$ here the number of particles, that turns these sums into canonical partition functions when $A=e^{-\beta h}$.

```lean
#print axioms ExchangeCycles.sum_det_eq_cycle_traces
-- 'ExchangeCycles.sum_det_eq_cycle_traces' depends on axioms: [propext, Classical.choice, Quot.sound]
#print axioms ExchangeCycles.sum_permanent_eq_cycle_traces
-- 'ExchangeCycles.sum_permanent_eq_cycle_traces' depends on axioms: [propext, Classical.choice, Quot.sound]
```
